# Partial-swap collisions with nonzero exchange amplitude drive every density matrix to a diagonal bath state

## The collision map and its conventions

The system and each bath particle have the same finite set of basis states, indexed by `n`; a qubit is `n = Fin 2`. The system has matrix $\rho$, and every bath particle arrives in the state

$$\eta=\mathrm{diag}(p),\qquad p_i\ge 0,\qquad \sum_i p_i=1,$$

called `bathState p`. A thermal state written in its energy eigenbasis has this form.

SWAP exchanges the states of the two particles. The coupling is

$$U=c\,\mathbb 1+i s\,\mathrm{SWAP},\qquad c,s\in\mathbb R,\qquad c^2+s^2=1.$$

The last condition makes $U$ unitary. With $c=\cos\theta$ and $s=\sin\theta$, $U=e^{i\theta\,\mathrm{SWAP}}$ is an exchange interaction acting through an angle $\theta$.

One collision, `collide c s η ρ`, is

$$\mathcal C(\rho)=\mathrm{Tr}_2\!\left[U(\rho\otimes\eta)U^\dagger\right].$$

The system is the first tensor factor, and the bath particle is the second and is traced out. Each collision uses a new, uncorrelated bath particle, so the bath keeps no memory.

## The update formula and the geometric bound

For unit-trace $\rho$ and $\eta$,

$$\mathcal C(\rho)=c^2\rho+s^2\eta+i c s(\eta\rho-\rho\eta).$$

For the diagonal bath, after $m$ collisions,

$$\mathcal C^m(\rho)_{ij}-\eta_{ij}=d_{ij}^{\,m}(\rho_{ij}-\eta_{ij}),\qquad d_{ij}=c^2+i c s(p_i-p_j),\qquad |d_{ij}|\le|c|.$$

If $s\ne0$, then $|c|<1$ and $\mathcal C^m(\rho)\to\eta$.

## Use in collision-model codes

For this memoryless partial-swap model with $N$ basis states per particle, a simulation can apply the update formula to $N\times N$ matrices instead of building $N^2\times N^2$ ones. The input must be normalised: for other traces the formula and the direct partial trace can disagree.

The exact factors $d_{ij}$ give reference values for a simulated trajectory. Population deviations shrink by the factor $c^2$ per collision. A coherence is multiplied by $d_{ij}$, which has a nonzero phase and a modulus larger than $c^2$ when $cs(p_i-p_j)\ne0$. For $0<|c|<1$ and $0<\varepsilon<1$, any $m\ge\ln\varepsilon/\ln|c|$ reduces every entry of the deviation to at most $\varepsilon$ times its initial modulus.

## From the conjugation to the damping factors

Write $X=\rho\otimes\eta$ and $S=\mathrm{SWAP}$. Since $S^\dagger=S$, we have $U^\dagger=c\,\mathbb 1-isS$, and

$$UXU^\dagger=c^2X+ics(SX-XS)+s^2SXS.$$

Now trace out the second factor, term by term:

- $\sum_k X_{(i,k),(j,k)}=\rho_{ij}\,\mathrm{Tr}\,\eta=\rho_{ij}$.
- $\sum_k (SX)_{(i,k),(j,k)}=\sum_k\rho_{kj}\eta_{ik}=(\eta\rho)_{ij}$.
- $\sum_k (XS)_{(i,k),(j,k)}=\sum_k\rho_{ik}\eta_{kj}=(\rho\eta)_{ij}$.
- $\sum_k (SXS)_{(i,k),(j,k)}=\eta_{ij}\,\mathrm{Tr}\,\rho=\eta_{ij}$.

This is the update formula. Its trace is $c^2+s^2=1$, because the commutator is traceless, so the formula applies again at the next collision.

For diagonal $\eta$, $(\eta\rho-\rho\eta)_{ij}=(p_i-p_j)\rho_{ij}$. Subtracting $\eta_{ij}$ and using $s^2-1=-c^2$ gives

$$\mathcal C(\rho)_{ij}-\eta_{ij}=c^2(\rho_{ij}-\eta_{ij})+ics(p_i-p_j)\rho_{ij}.$$

Because $(p_i-p_j)\eta_{ij}=0$ for all $i,j$, the last $\rho_{ij}$ may be replaced by $\rho_{ij}-\eta_{ij}$. The deviation is therefore multiplied by $d_{ij}$, and induction gives the power $m$.

Populations lie in $[0,1]$, so $(p_i-p_j)^2\le1$ and

$$|d_{ij}|^2=c^4+c^2s^2(p_i-p_j)^2=c^2-c^2s^2\left[1-(p_i-p_j)^2\right]\le c^2.$$

If $s\ne0$, then $c^2=1-s^2<1$, and each entry of the deviation is squeezed to zero by $|c|^m$.

The sign of the commutator deserves care. Writing $\rho\eta-\eta\rho$ replaces each $d_{ij}$ by its complex conjugate, which leaves the populations, the decay rates and the limit unchanged. A convergence test cannot detect the error; the phase of a nonzero coherence after one collision can, provided $cs(p_i-p_j)\ne0$.

## The Lean file

```lean
import Mathlib

open Matrix Filter Topology
open scoped Kronecker

namespace ThermalHomogenisation

noncomputable section

variable {n : Type*} [Fintype n] [DecidableEq n]

/-- The SWAP gate, which exchanges the states of two identical systems. -/
def swapGate (n : Type*) [DecidableEq n] : Matrix (n × n) (n × n) ℂ :=
  Matrix.of fun x y => if y = x.swap then 1 else 0

/-- The partial swap `c I + i s SWAP`. -/
def partialSwap (n : Type*) [DecidableEq n] (c s : ℝ) : Matrix (n × n) (n × n) ℂ :=
  (c : ℂ) • (1 : Matrix (n × n) (n × n) ℂ) + (Complex.I * (s : ℂ)) • swapGate n

/-- The partial trace over the second system. -/
def traceBath (M : Matrix (n × n) (n × n) ℂ) : Matrix n n ℂ :=
  Matrix.of fun i j => ∑ k, M (i, k) (j, k)

/-- One collision: `ρ` meets a fresh bath particle `η`, the two interact by the partial swap,
and the bath particle is traced out. -/
def collide (c s : ℝ) (η ρ : Matrix n n ℂ) : Matrix n n ℂ :=
  traceBath (partialSwap n c s * (ρ ⊗ₖ η) * (partialSwap n c s)ᴴ)

/-- The diagonal bath state with populations `p`. -/
def bathState (p : n → ℝ) : Matrix n n ℂ := Matrix.diagonal fun i => (p i : ℂ)

/-- The factor `c² + i c s (pᵢ - pⱼ)` belonging to the matrix entry `(i, j)`. -/
def damping (c s : ℝ) (p : n → ℝ) (i j : n) : ℂ :=
  ((c ^ 2 : ℝ) : ℂ) + ((c * s * (p i - p j) : ℝ) : ℂ) * Complex.I

/-- Multiplying by SWAP from the left exchanges the two row indices. -/
lemma swap_mul_apply (M : Matrix (n × n) (n × n) ℂ) (x y : n × n) :
    (swapGate n * M) x y = M x.swap y := by
  simp [swapGate, Matrix.mul_apply]

/-- Multiplying by SWAP from the right exchanges the two column indices. -/
lemma mul_swap_apply (M : Matrix (n × n) (n × n) ℂ) (x y : n × n) :
    (M * swapGate n) x y = M x y.swap := by
  have h : ∀ z : n × n, (y = z.swap) ↔ (z = y.swap) := by
    intro z
    constructor <;> rintro rfl <;> simp
  simp only [swapGate, Matrix.mul_apply, Matrix.of_apply, h]
  simp

omit [Fintype n] in
/-- The adjoint of the partial swap is `c I - i s SWAP`. -/
lemma partialSwap_adjoint (c s : ℝ) : (partialSwap n c s)ᴴ =
    (c : ℂ) • (1 : Matrix (n × n) (n × n) ℂ) - (Complex.I * (s : ℂ)) • swapGate n := by
  have hS : (swapGate n)ᴴ = swapGate n := by
    ext x y
    simp only [Matrix.conjTranspose_apply, swapGate, Matrix.of_apply]
    by_cases h : y = x.swap
    · subst h
      simp
    · have h' : ¬ x = y.swap := fun e => h (by simp [e])
      rw [if_neg h, if_neg h', star_zero]
  have h1 : star (c : ℂ) = c := Complex.conj_ofReal c
  have h2 : star (Complex.I * (s : ℂ)) = -(Complex.I * (s : ℂ)) := by
    rw [Complex.star_def, map_mul, Complex.conj_I, Complex.conj_ofReal, neg_mul]
  rw [partialSwap, Matrix.conjTranspose_add, Matrix.conjTranspose_smul,
    Matrix.conjTranspose_smul, Matrix.conjTranspose_one, hS, h1, h2, neg_smul, sub_eq_add_neg]

/-- For `c² + s² = 1` the partial swap is unitary. -/
theorem partialSwap_unitary {c s : ℝ} (hcs : c ^ 2 + s ^ 2 = 1) :
    partialSwap n c s ∈ Matrix.unitaryGroup (n × n) ℂ := by
  have hC : (c : ℂ) ^ 2 + (s : ℂ) ^ 2 = 1 := by exact_mod_cast hcs
  have hSS : swapGate n * swapGate n = 1 := by
    ext x y
    rw [swap_mul_apply]
    simp [swapGate, Matrix.one_apply, eq_comm]
  have h : (c : ℂ) * c - (Complex.I * s) * (Complex.I * s) = 1 := by
    linear_combination hC - (s : ℂ) ^ 2 * Complex.I_sq
  rw [Matrix.mem_unitaryGroup_iff, Matrix.star_eq_conjTranspose, partialSwap_adjoint, partialSwap]
  simp only [add_mul, mul_sub, smul_mul_assoc, mul_smul_comm, one_mul, mul_one, hSS]
  linear_combination (norm := module) h • (1 : Matrix (n × n) (n × n) ℂ)

/-- One collision of unit-trace matrices gives `c² ρ + s² η + i c s (η ρ - ρ η)`. -/
theorem collide_eq (c s : ℝ) {η ρ : Matrix n n ℂ} (hη : η.trace = 1) (hρ : ρ.trace = 1) :
    collide c s η ρ = (c : ℂ) ^ 2 • ρ + (s : ℂ) ^ 2 • η
      + (Complex.I * c * s) • (η * ρ - ρ * η) := by
  -- expand the conjugation into direct, exchange and interference terms
  have hX : ∀ X : Matrix (n × n) (n × n) ℂ, partialSwap n c s * X * (partialSwap n c s)ᴴ =
      ((c : ℂ) ^ 2) • X + (c * (Complex.I * s)) • (swapGate n * X)
      - (c * (Complex.I * s)) • (X * swapGate n)
      - ((Complex.I * s) ^ 2) • (swapGate n * X * swapGate n) := by
    intro X
    rw [partialSwap_adjoint, partialSwap]
    simp only [add_mul, mul_sub, smul_mul_assoc, mul_smul_comm, one_mul, mul_one]
    module
  have hη' : ∑ k, η k k = 1 := hη
  have hρ' : ∑ k, ρ k k = 1 := hρ
  ext i j
  have h1 : (η * ρ) i j = ∑ k, ρ k j * η i k := by
    simp only [Matrix.mul_apply, mul_comm]
  have h2 : (ρ * η) i j = ∑ k, ρ i k * η k j := Matrix.mul_apply
  simp only [collide, traceBath, hX, Matrix.of_apply, Matrix.add_apply, Matrix.sub_apply,
    Matrix.smul_apply, smul_eq_mul, mul_swap_apply, swap_mul_apply, Prod.swap_prod_mk,
    Matrix.kroneckerMap_apply, h1, h2, Finset.sum_add_distrib, Finset.sum_sub_distrib,
    ← Finset.mul_sum, ← Finset.sum_mul, hη', hρ']
  linear_combination (-((s : ℂ) ^ 2 * η i j)) * Complex.I_sq

/-- For `c² + s² = 1` and a unit-trace `η`, a collision preserves unit trace of `ρ`. -/
theorem collide_trace {c s : ℝ} (hcs : c ^ 2 + s ^ 2 = 1) {η ρ : Matrix n n ℂ}
    (hη : η.trace = 1) (hρ : ρ.trace = 1) : (collide c s η ρ).trace = 1 := by
  have hC : (c : ℂ) ^ 2 + (s : ℂ) ^ 2 = 1 := by exact_mod_cast hcs
  rw [collide_eq c s hη hρ, Matrix.trace_add, Matrix.trace_add, Matrix.trace_smul,
    Matrix.trace_smul, Matrix.trace_smul, Matrix.trace_sub, Matrix.trace_mul_comm η ρ,
    sub_self, hη, hρ]
  simp only [smul_eq_mul]
  linear_combination hC

lemma bathState_trace {p : n → ℝ} (hp : ∑ i, p i = 1) : (bathState p).trace = 1 := by
  rw [bathState, Matrix.trace_diagonal]
  exact_mod_cast hp

/-- Let `c² + s² = 1`, let `ρ` have unit trace and let the entries of `p` sum to 1. After `m`
collisions with the diagonal bath `bathState p`, each entry of the deviation from `bathState p` has
been multiplied by the `m`-th power of its damping factor. -/
theorem deviation_iterate {c s : ℝ} (hcs : c ^ 2 + s ^ 2 = 1) {p : n → ℝ}
    (hp : ∑ i, p i = 1) (i j : n) (m : ℕ) {ρ : Matrix n n ℂ} (hρ : ρ.trace = 1) :
    ((collide c s (bathState p))^[m] ρ) i j - bathState p i j =
      damping c s p i j ^ m * (ρ i j - bathState p i j) := by
  have hC : (c : ℂ) ^ 2 + (s : ℂ) ^ 2 = 1 := by exact_mod_cast hcs
  have hη := bathState_trace hp
  induction m generalizing ρ with
  | zero => simp
  | succ m ih =>
    -- a single collision acts on each entry separately, because the bath is diagonal
    have step : collide c s (bathState p) ρ i j - bathState p i j =
        damping c s p i j * (ρ i j - bathState p i j) := by
      have h0 : ((p i : ℂ) - p j) * Matrix.diagonal (fun k => (p k : ℂ)) i j = 0 := by
        by_cases h : i = j
        · subst h
          rw [sub_self, zero_mul]
        · rw [Matrix.diagonal_apply_ne _ h, mul_zero]
      rw [collide_eq c s hη hρ]
      simp only [bathState, damping, Matrix.add_apply, Matrix.sub_apply, Matrix.smul_apply,
        smul_eq_mul, Matrix.diagonal_mul, Matrix.mul_diagonal]
      push_cast
      linear_combination (Matrix.diagonal (fun k => (p k : ℂ)) i j) * hC
        + (c * s * Complex.I) * h0
    rw [Function.iterate_succ_apply, ih (collide_trace hcs hη hρ), step]
    ring

omit [DecidableEq n] in
/-- If `c² + s² = 1` and `p` is a probability distribution, no damping factor exceeds `|c|` in
modulus. -/
theorem norm_damping_le {c s : ℝ} (hcs : c ^ 2 + s ^ 2 = 1) {p : n → ℝ}
    (hp0 : ∀ i, 0 ≤ p i) (hp : ∑ i, p i = 1) (i j : n) : ‖damping c s p i j‖ ≤ |c| := by
  have hle : ∀ k, p k ≤ 1 := fun k => by
    rw [← hp]
    exact Finset.single_le_sum (fun l _ => hp0 l) (Finset.mem_univ k)
  have hd : 0 ≤ 1 - (p i - p j) ^ 2 := by
    have h1 : 0 ≤ 1 - (p i - p j) := by linarith [hle i, hp0 j]
    have h2 : 0 ≤ 1 + (p i - p j) := by linarith [hle j, hp0 i]
    nlinarith [mul_nonneg h1 h2]
  have hsq : ‖damping c s p i j‖ ^ 2 ≤ c ^ 2 := by
    rw [Complex.sq_norm, damping, Complex.normSq_add_mul_I]
    have e : (c ^ 2) ^ 2 + (c * s * (p i - p j)) ^ 2
        = c ^ 2 - c ^ 2 * s ^ 2 * (1 - (p i - p j) ^ 2) := by
      linear_combination c ^ 2 * hcs
    have : 0 ≤ c ^ 2 * s ^ 2 * (1 - (p i - p j) ^ 2) := by positivity
    linarith
  simpa only [abs_norm] using sq_le_sq.1 hsq

/-- If `c² + s² = 1`, `s ≠ 0` and `p` is a probability distribution, repeated collisions with fresh
particles in the state `bathState p` drive every unit-trace `ρ` to `bathState p`. -/
theorem homogenisation {c s : ℝ} (hcs : c ^ 2 + s ^ 2 = 1) (hs : s ≠ 0) {p : n → ℝ}
    (hp0 : ∀ i, 0 ≤ p i) (hp : ∑ i, p i = 1) {ρ : Matrix n n ℂ} (hρ : ρ.trace = 1) :
    Tendsto (fun m : ℕ => (collide c s (bathState p))^[m] ρ) atTop (𝓝 (bathState p)) := by
  have hs2 : 0 < s ^ 2 := by positivity
  have hc : |c| < 1 := abs_lt.2 ⟨by nlinarith, by nlinarith⟩
  refine tendsto_pi_nhds.2 fun i => tendsto_pi_nhds.2 fun j => ?_
  rw [tendsto_iff_norm_sub_tendsto_zero]
  -- each entry of the deviation is bounded by a geometric sequence
  have hlim := (tendsto_pow_atTop_nhds_zero_of_lt_one (abs_nonneg c) hc).mul_const
    ‖ρ i j - bathState p i j‖
  rw [zero_mul] at hlim
  refine squeeze_zero (fun m => norm_nonneg _) (fun m => ?_) hlim
  rw [deviation_iterate hcs hp i j m hρ, norm_mul, norm_pow]
  have := norm_damping_le hcs hp0 hp i j
  gcongr

/-- Let `c² + s² = 1` and let `p` be a probability distribution. A unit-trace `ρ` different from
`bathState p` is driven to `bathState p` by repeated collisions exactly when `s ≠ 0`. -/
theorem homogenisation_iff {c s : ℝ} (hcs : c ^ 2 + s ^ 2 = 1) {p : n → ℝ}
    (hp0 : ∀ i, 0 ≤ p i) (hp : ∑ i, p i = 1) {ρ : Matrix n n ℂ} (hρ : ρ.trace = 1)
    (hne : ρ ≠ bathState p) :
    Tendsto (fun m : ℕ => (collide c s (bathState p))^[m] ρ) atTop (𝓝 (bathState p))
      ↔ s ≠ 0 := by
  refine ⟨fun h hs => hne ?_, fun hs => homogenisation hcs hs hp0 hp hρ⟩
  subst hs
  -- without exchange the state never changes
  have hC : (c : ℂ) ^ 2 = 1 := by
    have : c ^ 2 = 1 := by linarith
    exact_mod_cast this
  have hfix : collide c 0 (bathState p) ρ = ρ := by
    rw [collide_eq c 0 (bathState_trace hp) hρ, hC]
    simp
  simp only [Function.iterate_fixed hfix] at h
  exact tendsto_nhds_unique tendsto_const_nhds h

end

end ThermalHomogenisation
```

```lean
#print axioms ThermalHomogenisation.partialSwap_unitary
#print axioms ThermalHomogenisation.homogenisation
#print axioms ThermalHomogenisation.homogenisation_iff
```

```
'ThermalHomogenisation.partialSwap_unitary' depends on axioms: [propext, Classical.choice, Quot.sound]
'ThermalHomogenisation.homogenisation' depends on axioms: [propext, Classical.choice, Quot.sound]
'ThermalHomogenisation.homogenisation_iff' depends on axioms: [propext, Classical.choice, Quot.sound]
```

## Guarantees for unit-trace matrices and the limits of the model

`collide` is defined by the conjugation and partial trace, so `collide_eq` derives the update formula. It holds for any unit-trace `ρ` and `η`, whether or not `η` is diagonal, and for all real `c` and `s`. Unitarity is established separately in `partialSwap_unitary`.

`homogenisation` says that if `c ^ 2 + s ^ 2 = 1`, `s ≠ 0` and `p` is a probability distribution, then the iterates of every unit-trace `ρ` tend to `bathState p`. Here `^[m]` means $m$ successive collisions, and `Tendsto` means convergence of every matrix entry. Positivity and Hermiticity of `ρ` are not required, so all density matrices are included.

`homogenisation_iff` adds that, for `ρ ≠ bathState p`, convergence to the bath state occurs exactly when `s ≠ 0`. The inequality is needed because a system already in the bath state stays there even without exchange.

The proof follows the derivation. `swap_mul_apply` and `mul_swap_apply` give the index exchanges, and `partialSwap_adjoint` gives $U^\dagger$. In `collide_eq`, `hX` expands the conjugation and the entrywise sums produce the four traces. `collide_trace` keeps the induction in `deviation_iterate` going, and `norm_damping_le` supplies the bound that `squeeze_zero` uses in `homogenisation`. For the converse, $s=0$ makes `ρ` a fixed point, and uniqueness of limits would force it to equal the bath state.

The convergence theorems cover finite dimension and a bath diagonal in the chosen basis. The model has no Hamiltonian evolution between collisions, no correlations among bath particles and no variation of $c$, $s$ or $p$ from one collision to the next. The results concern exact arithmetic and do not bound accumulated rounding error.
